# An ensemble has the ground-state energy exactly when it lies in the ground space

The ground energy enters here as a real number $E_0$ for which $H-E_0$ is positive semidefinite, where $H$ is a finite complex matrix, the Hamiltonian in a finite orthonormal basis. This makes $E_0$ a lower bound on the spectrum and leaves open whether it is an eigenvalue. It also makes $H$ Hermitian, since $H$ is the sum of the Hermitian matrix $H-E_0$ and a real multiple of the identity.

An ensemble is a density matrix $\rho$, positive semidefinite with $\operatorname{Tr}\rho=1$, and its energy is $\operatorname{Tr}(\rho H)$. The claim is

$$\operatorname{Tr}(\rho H)=E_0 \iff H\rho=E_0\rho .$$

The right-hand side says that every vector $\rho x$ satisfies $H(\rho x)=E_0(\rho x)$. When $E_0$ is the lowest eigenvalue, the ensembles at the ground energy are therefore those whose range lies in the ground space, however they populate it.

Suppose the ground space is a spin doublet. The energy then stays the same as weight moves from spin up to spin down. In density functional theory, the constancy condition for fractional spins asks for the same behaviour from a functional of the spin densities. Here the energy is a trace with a fixed Hamiltonian, and no density functional appears.

## Zero excess energy forces a zero product

Let $A$ and $B$ be positive semidefinite. Diagonalising $A=U\,\mathrm{diag}(a_i)\,U^\dagger$ with $a_i\ge 0$ and setting $X=\mathrm{diag}(\sqrt{a_i})\,U^\dagger$ gives $A=X^\dagger X$. In the same way $B=Y^\dagger Y$. Cyclicity of the trace yields

$$\operatorname{Tr}(AB)=\operatorname{Tr}(X^\dagger XY^\dagger Y)=\operatorname{Tr}(YX^\dagger XY^\dagger)=\operatorname{Tr}\big((XY^\dagger)^\dagger XY^\dagger\big)=\sum_{i,j}|(XY^\dagger)_{ij}|^2\ge 0 .$$

If the trace vanishes, every entry of $XY^\dagger$ vanishes, and then $AB=X^\dagger(XY^\dagger)Y=0$.

Now take $A=H-E_0$ and $B=\rho$. Because $\operatorname{Tr}\rho=1$,

$$\operatorname{Tr}\big((H-E_0)\rho\big)=\operatorname{Tr}(\rho H)-E_0 .$$

The left side is real and nonnegative, so $\operatorname{Tr}(\rho H)$ is real and at least $E_0$. If it equals $E_0$, the product $(H-E_0)\rho$ is zero, which is $H\rho=E_0\rho$. Conversely, taking the trace of $H\rho=E_0\rho$ gives $\operatorname{Tr}(\rho H)=E_0$.

For a mixture $\sum_k w_k\rho_k$ of ensembles with $w_k\ge0$ and $\sum_k w_k=1$, write $E_k=\operatorname{Tr}(\rho_kH)$. Linearity gives

$$\operatorname{Tr}\Big(\sum_k w_k\rho_k H\Big)-E_0=\sum_k w_k(E_k-E_0).$$

No term on the right is negative, so the sum vanishes only if each term does. The mixture thus has energy $E_0$ exactly when $H\rho_k=E_0\rho_k$ for every $k$ with $w_k\neq0$.

As an example, take levels $E_0$, $E_0$ and $E_0+\Delta$ with $\Delta\ge0$, and populations $p_0,p_1,p_2\ge0$ that sum to one. The energy is

$$E_0p_0+E_0p_1+(E_0+\Delta)p_2=E_0+\Delta p_2 .$$

At fixed $p_2$ it does not depend on how the remaining weight is divided between the first two levels.

## Density matrices and their energy in Lean

The finite type `n` labels the basis states. Opening `ComplexOrder` gives `0 ≤ z` for a complex number the meaning "real and nonnegative", so an inequality for a trace also carries its reality.

```lean
import Mathlib

open Matrix
open scoped ComplexOrder

namespace FractionalSpinConstancy

variable {n : Type*} [Fintype n] [DecidableEq n]
```

The two fields of `IsEnsemble` are the two defining properties of a density matrix. Mathlib's `PosSemidef` includes Hermiticity.

```lean
/-- An ensemble is a density matrix: positive semidefinite with trace one. -/
structure IsEnsemble (ρ : Matrix n n ℂ) : Prop where
  posSemidef : ρ.PosSemidef
  trace_one : ρ.trace = 1
```

The energy is defined as a real part so that it is a real number from the start. That nothing is lost by this is proved below, in `variational_bound`.

```lean
/-- The energy of `ρ` under the Hamiltonian `H`, the real part of `Tr(ρ H)`. -/
noncomputable def energy (H ρ : Matrix n n ℂ) : ℝ := (ρ * H).trace.re
```

## The trace of a product of positive matrices

The factorisation $A=X^\dagger X$ comes from Mathlib's theory of C*-algebras, where an element is nonnegative exactly when it has the form `star x * x`. The conjugate transpose is written `ᴴ`.

```lean
open scoped MatrixOrder Matrix.Norms.L2Operator in
/-- Every positive semidefinite matrix has the form `X† X`. -/
theorem exists_factor {A : Matrix n n ℂ} (hA : A.PosSemidef) :
    ∃ X : Matrix n n ℂ, A = Xᴴ * X :=
  CStarAlgebra.nonneg_iff_eq_star_mul_self.mp (Matrix.nonneg_iff_posSemidef.mpr hA)
```

With both matrices factored, `key` is the cyclic rearrangement made above. Mathlib then supplies the two facts about $\operatorname{Tr}(M^\dagger M)$ that are needed: it is nonnegative, and it vanishes only for $M=0$. The closing `calc` regroups the product around $XY^\dagger$.

```lean
/-- The trace of a product of two positive semidefinite matrices is nonnegative,
and it vanishes only if the product itself vanishes. -/
theorem trace_mul_nonneg_and_eq_zero {A B : Matrix n n ℂ}
    (hA : A.PosSemidef) (hB : B.PosSemidef) :
    0 ≤ (A * B).trace ∧ ((A * B).trace = 0 → A * B = 0) := by
  obtain ⟨X, rfl⟩ := exists_factor hA
  obtain ⟨Y, rfl⟩ := exists_factor hB
  -- the trace is the squared Hilbert-Schmidt norm of `X Y†`
  have key : (Xᴴ * X * (Yᴴ * Y)).trace = ((X * Yᴴ)ᴴ * (X * Yᴴ)).trace := by
    rw [← mul_assoc, Matrix.trace_mul_comm]
    simp only [conjTranspose_mul, conjTranspose_conjTranspose, mul_assoc]
  rw [key]
  refine ⟨(Matrix.posSemidef_conjTranspose_mul_self _).trace_nonneg, fun h => ?_⟩
  have h0 : X * Yᴴ = 0 := Matrix.trace_conjTranspose_mul_self_eq_zero_iff.mp h
  calc Xᴴ * X * (Yᴴ * Y) = Xᴴ * (X * Yᴴ) * Y := by simp only [mul_assoc]
    _ = 0 := by rw [h0, mul_zero, zero_mul]
```

## The variational bound and its equality case

The next lemma computes the trace of $(H-E_0)\rho$. The expression `(E0 : ℂ) • 1` is $E_0$ times the identity matrix, and only the unit trace of `ρ` is used.

```lean
/-- For a matrix `ρ` of trace one, the trace of `(H - E0) ρ` is `Tr(ρ H) - E0`. -/
theorem trace_excess (H : Matrix n n ℂ) {ρ : Matrix n n ℂ} (E0 : ℝ)
    (hρ : ρ.trace = 1) :
    ((H - (E0 : ℂ) • 1) * ρ).trace = (ρ * H).trace - E0 := by
  rw [sub_mul, trace_sub, Matrix.trace_mul_comm H ρ, smul_mul_assoc, one_mul,
    trace_smul, hρ, smul_eq_mul, mul_one]
```

In `variational_bound`, the hypothesis `hH` is the physical input: no state has an energy expectation value below $E_0$. Splitting the complex inequality into real and imaginary parts gives the two conclusions, that $\operatorname{Tr}(\rho H)$ equals the real number `energy H ρ` and that this number is at least `E0`.

```lean
/-- Variational principle for ensembles: if `H - E0` is positive semidefinite, then
`Tr(ρ H)` is real and the energy is at least `E0`. -/
theorem variational_bound {H ρ : Matrix n n ℂ} {E0 : ℝ}
    (hH : (H - (E0 : ℂ) • 1).PosSemidef) (hρ : IsEnsemble ρ) :
    (ρ * H).trace = (energy H ρ : ℂ) ∧ E0 ≤ energy H ρ := by
  have h := (trace_mul_nonneg_and_eq_zero hH hρ.posSemidef).1
  rw [trace_excess H E0 hρ.trace_one, Complex.nonneg_iff] at h
  simp only [Complex.sub_re, Complex.sub_im, Complex.ofReal_re, Complex.ofReal_im,
    sub_zero] at h
  refine ⟨Complex.ext (Complex.ofReal_re _).symm
    (h.2.symm.trans (Complex.ofReal_im _).symm), ?_⟩
  unfold energy
  linarith [h.1]
```

The main theorem follows the hand argument in both directions. Going forward, `h0` states that the excess energy is zero, and the second half of `trace_mul_nonneg_and_eq_zero` turns this into a zero product. Going back, the proof takes the trace of the matrix equation.

```lean
/-- When `H - E0` is positive semidefinite, an ensemble `ρ` has energy `E0` if and only if `H ρ = E0
ρ`. -/
theorem energy_eq_ground_iff {H ρ : Matrix n n ℂ} {E0 : ℝ}
    (hH : (H - (E0 : ℂ) • 1).PosSemidef) (hρ : IsEnsemble ρ) :
    energy H ρ = E0 ↔ H * ρ = (E0 : ℂ) • ρ := by
  constructor
  · intro h
    -- no excess energy, so the product of `H - E0` and `ρ` vanishes
    have h0 : ((H - (E0 : ℂ) • 1) * ρ).trace = 0 := by
      rw [trace_excess H E0 hρ.trace_one, (variational_bound hH hρ).1, h, sub_self]
    have h1 := (trace_mul_nonneg_and_eq_zero hH hρ.posSemidef).2 h0
    rw [sub_mul, smul_mul_assoc, one_mul] at h1
    exact sub_eq_zero.mp h1
  · intro h
    unfold energy
    rw [Matrix.trace_mul_comm, h, trace_smul, hρ.trace_one, smul_eq_mul, mul_one,
      Complex.ofReal_re]
```

Another model would define $E_0$ as the smallest eigenvalue of a Hermitian matrix $H$ of nonzero size. Positivity of $H-E_0$ would then be a consequence of the spectral theorem, and some ensemble would always reach $E_0$, namely the projector onto a normalised ground state. With the lower bound used here, $E_0$ may lie strictly below the spectrum, in which case both sides of the equivalence are false for every ensemble.

The version for vectors says that $H$ acts as $E_0$ on the range of $\rho$; `*ᵥ` is the product of a matrix with a vector. To recover the matrix equation, the proof inserts the basis vectors `Pi.single j 1`, which pick out the columns of $\rho$ one at a time.

```lean
/-- When `H - E0` is positive semidefinite, an ensemble has energy `E0` if and only if
`H` acts as multiplication by `E0` on every vector in the range of `ρ`. -/
theorem energy_eq_ground_iff_range {H ρ : Matrix n n ℂ} {E0 : ℝ}
    (hH : (H - (E0 : ℂ) • 1).PosSemidef) (hρ : IsEnsemble ρ) :
    energy H ρ = E0 ↔ ∀ x : n → ℂ, H *ᵥ (ρ *ᵥ x) = (E0 : ℂ) • (ρ *ᵥ x) := by
  rw [energy_eq_ground_iff hH hρ]
  constructor
  · intro h x
    rw [Matrix.mulVec_mulVec, h, Matrix.smul_mulVec]
  · intro h
    ext i j
    -- basis vectors pick out the columns
    have hj := congrFun (h (Pi.single j 1)) i
    rw [Matrix.mulVec_mulVec, ← Matrix.smul_mulVec] at hj
    simpa using hj
```

## Mixtures and fractional occupation

Linearity of the energy needs no positivity, so `energy_mixture` holds for any real weights and any matrices.

```lean
/-- The energy of a mixture is the weighted sum of the energies of its components. -/
theorem energy_mixture {ι : Type*} [Fintype ι] (H : Matrix n n ℂ)
    (w : ι → ℝ) (ρ : ι → Matrix n n ℂ) :
    energy H (∑ k, (w k : ℂ) • ρ k) = ∑ k, w k * energy H (ρ k) := by
  simp only [energy, Finset.sum_mul, trace_sum, smul_mul_assoc, trace_smul,
    smul_eq_mul, Complex.re_sum, Complex.re_ofReal_mul]
```

The weights become probabilities in the next theorem, through `hw` and `hsum`, and every component is required to be an ensemble. The step `key` moves $E_0$ inside the sum, using that the weights add to one. `Finset.sum_eq_zero_iff_of_nonneg` then replaces the vanishing sum by vanishing terms, with `variational_bound` supplying their signs. For a nonzero weight, the excess energy of that component must be zero, and the main theorem applies to it. A component of zero weight need not satisfy the eigenvalue equation.

For fractional spin, let `ρ 0` and `ρ 1` be the pure spin-up and spin-down states of a degenerate ground doublet. Both satisfy the eigenvalue equation, so every division of the weight between them has energy $E_0$.

```lean
/-- When `H - E0` is positive semidefinite, a mixture of ensembles `ρ k` has energy `E0` if and only
if each component `ρ k` of nonzero weight satisfies `H ρ k = E0 ρ k`. -/
theorem mixture_energy_eq_ground_iff {ι : Type*} [Fintype ι] {H : Matrix n n ℂ}
    {E0 : ℝ} (hH : (H - (E0 : ℂ) • 1).PosSemidef) {w : ι → ℝ}
    {ρ : ι → Matrix n n ℂ} (hρ : ∀ k, IsEnsemble (ρ k))
    (hw : ∀ k, 0 ≤ w k) (hsum : ∑ k, w k = 1) :
    energy H (∑ k, (w k : ℂ) • ρ k) = E0 ↔
      ∀ k, w k ≠ 0 → H * ρ k = (E0 : ℂ) • ρ k := by
  have key : ∑ k, w k * energy H (ρ k) - E0 = ∑ k, w k * (energy H (ρ k) - E0) := by
    simp only [mul_sub, Finset.sum_sub_distrib, ← Finset.sum_mul, hsum, one_mul]
  -- a sum of nonnegative excess energies vanishes term by term
  rw [energy_mixture, ← sub_eq_zero, key, Finset.sum_eq_zero_iff_of_nonneg
    (fun k _ => mul_nonneg (hw k) (sub_nonneg.mpr (variational_bound hH (hρ k)).2))]
  constructor
  · intro h k hk
    have hz := (mul_eq_zero.mp (h k (Finset.mem_univ k))).resolve_left hk
    exact (energy_eq_ground_iff hH (hρ k)).mp (sub_eq_zero.mp hz)
  · intro h k _
    by_cases hk : w k = 0
    · rw [hk, zero_mul]
    · rw [(energy_eq_ground_iff hH (hρ k)).mpr (h k hk), sub_self, mul_zero]
```

## A doublet and a third level

The example is a diagonal Hamiltonian on `Fin 3`, whose indices 0, 1 and 2 are those of the populations above.

```lean
/-- A three-level Hamiltonian: a doublet at energy `E0` and one level at `E0 + Δ`. -/
noncomputable def doubletH (E0 Δ : ℝ) : Matrix (Fin 3) (Fin 3) ℂ :=
  diagonal ![(E0 : ℂ), (E0 : ℂ), (E0 : ℂ) + (Δ : ℂ)]
```

The theorem checks that this Hamiltonian satisfies the positivity hypothesis, that the populations define an ensemble, and that the energy is $E_0+\Delta p_2$. The first two parts reduce to the signs of diagonal entries and the sum of the populations. In the last part, `linear_combination E0 * hsum` uses $p_0+p_1+p_2=1$ to collect the three multiples of $E_0$ into one.

The ensembles in this example are diagonal, so they contain no coherence between the two doublet states. The main theorem has no such restriction: it also covers density matrices with off-diagonal elements inside the ground space.

```lean
/-- For `Δ ≥ 0` and populations `p` of the three levels, `doubletH E0 Δ - E0` is positive
semidefinite, the diagonal matrix of `p` is an ensemble, and its energy is
`E0 + Δ p 2`. -/
theorem doublet_witness (E0 : ℝ) {Δ : ℝ} (hΔ : 0 ≤ Δ) {p : Fin 3 → ℝ}
    (hp : ∀ i, 0 ≤ p i) (hsum : p 0 + p 1 + p 2 = 1) :
    (doubletH E0 Δ - (E0 : ℂ) • 1).PosSemidef ∧
      IsEnsemble (diagonal fun i => (p i : ℂ)) ∧
      energy (doubletH E0 Δ) (diagonal fun i => (p i : ℂ)) = E0 + Δ * p 2 := by
  refine ⟨?_, ⟨?_, ?_⟩, ?_⟩
  · have h : doubletH E0 Δ - (E0 : ℂ) • 1 = diagonal ![(0 : ℂ), 0, (Δ : ℂ)] := by
      ext i j
      fin_cases i <;> fin_cases j <;> simp [doubletH]
    rw [h, Matrix.posSemidef_diagonal_iff]
    intro i
    fin_cases i <;> simp [hΔ]
  · exact Matrix.posSemidef_diagonal_iff.mpr fun i => Complex.zero_le_real.mpr (hp i)
  · rw [trace_diagonal, Fin.sum_univ_three]
    exact_mod_cast hsum
  · simp only [energy, doubletH, diagonal_mul_diagonal, trace_diagonal,
      Fin.sum_univ_three]
    simp
    linear_combination E0 * hsum

end FractionalSpinConstancy
```

```lean
#print axioms FractionalSpinConstancy.energy_eq_ground_iff_range
#print axioms FractionalSpinConstancy.mixture_energy_eq_ground_iff
```

```
'FractionalSpinConstancy.energy_eq_ground_iff_range' depends on axioms: [propext, Classical.choice, Quot.sound]
'FractionalSpinConstancy.mixture_energy_eq_ground_iff' depends on axioms: [propext, Classical.choice, Quot.sound]
```
